# Ramsey fringes with two ideal \(\pi/2\) pulses: the transition probability is \(\cos^2(DT/2)\)

## The two levels, the pulses and the free precession

A two-level system is prepared in the state \((1,0)\). It receives a short pulse, evolves freely for a time \(T\), and receives a second pulse. The question is how likely it is to end in the other state, \((0,1)\), and how this probability depends on the detuning \(D\) between the drive and the transition.

The description is in the frame rotating with the drive, with \(\hbar=1\). The detuning is an angular frequency; textbooks usually write it \(\Delta\) or \(\delta\). Between the pulses the Hamiltonian is \(D\sigma_z/2\). A pulse of angle \(\theta\) turns the Bloch vector by \(\theta\) about the y axis, so its propagator is \(\exp(-i\theta\sigma_y/2)\), and a \(\pi/2\) pulse is \(\exp(-i\pi\sigma_y/4)\). Components of the state are numbered 0 and 1, as in Lean, so that \(\psi_1\) is the amplitude of \((0,1)\). The transition probability is \(|\psi_1|^2\) and the survival probability is \(|\psi_0|^2\).

For two \(\pi/2\) pulses the result is

\[
\psi_1=\cos\frac{DT}{2},\qquad |\psi_1|^2=\cos^2\frac{DT}{2},\qquad |\psi_0|^2=\sin^2\frac{DT}{2}.
\]

It is obtained from a formula for arbitrary pulse angles \(\theta_1\) and \(\theta_2\).

```lean
import Mathlib

open Matrix
open Complex (I)
open scoped Real

namespace RamseyFringes

noncomputable section
```

The Pauli matrices are written out as complex \(2\times2\) matrices. The first is

\[
\sigma_y=\begin{pmatrix}0&-i\\ i&0\end{pmatrix}.
\]

```lean
/-- The Pauli matrix `σy`. -/
def sigmaY : Matrix (Fin 2) (Fin 2) ℂ := !![0, -I; I, 0]
```

The second is diagonal in the basis of the two levels, and the initial state \((1,0)\) is its eigenvector with eigenvalue \(+1\):

\[
\sigma_z=\begin{pmatrix}1&0\\0&-1\end{pmatrix}.
\]

```lean
/-- The Pauli matrix `σz`. -/
def sigmaZ : Matrix (Fin 2) (Fin 2) ℂ := !![1, 0; 0, -1]
```

The pulse is defined as a matrix exponential, not as a rotation matrix entered by hand. In Lean, `NormedSpace.exp` is the exponential defined by its power series, and `•` multiplies a matrix by a scalar. The angle is a real number, read as a complex one inside the exponent.

```lean
/-- A pulse of angle `θ` about the y axis, `exp(-i θ σy / 2)`. -/
def yPulse (θ : ℝ) : Matrix (Fin 2) (Fin 2) ℂ :=
  NormedSpace.exp ((-(I * (θ : ℂ) / 2)) • sigmaY)
```

Free precession is defined in the same way, with \(DT\) in place of the pulse angle and \(\sigma_z\) in place of \(\sigma_y\). Nothing is assumed about \(D\) and \(T\) except that they are real.

```lean
/-- Free precession for a time `T` at detuning `D`, `exp(-i D T σz / 2)`. -/
def freeEvolution (D T : ℝ) : Matrix (Fin 2) (Fin 2) ℂ :=
  NormedSpace.exp ((-(I * ((D * T : ℝ) : ℂ) / 2)) • sigmaZ)
```

The final state is the product of three propagators applied to the initial vector, with the earliest one on the right:

\[
\psi=e^{-i\theta_2\sigma_y/2}\,e^{-iDT\sigma_z/2}\,e^{-i\theta_1\sigma_y/2}\begin{pmatrix}1\\0\end{pmatrix}.
\]

The symbol `*ᵥ` is the action of a matrix on a vector, and a value of type `Fin 2 → ℂ` is a vector with two complex components.

```lean
/-- The state after a pulse `θ₁`, free precession and a pulse `θ₂`, starting from `(1,0)`. -/
def ramseyState (θ₁ θ₂ D T : ℝ) : Fin 2 → ℂ :=
  yPulse θ₂ *ᵥ (freeEvolution D T *ᵥ (yPulse θ₁ *ᵥ ![1, 0]))
```

This product is where the idealisation enters. A real pulse has a finite duration, during which the detuning also acts. Replacing it by a pure rotation about y requires a drive much stronger than \(|D|\), in addition to the rotating-wave approximation. That passage from the driven system to the three factors is physical input to the definition. Relaxation and dephasing are absent as well. The two pulses share the rotation axis: with angles of the same sign they have the same phase, and with angles of opposite sign their phases differ by \(\pi\).

## The two propagators as explicit matrices

The matrix identities below are checked entry by entry. A small lemma reduces the equality of two \(2\times2\) matrices to four equalities of numbers.

```lean
/-- Two-by-two matrices with equal entries are equal. -/
theorem matrix_eq {a b c d a' b' c' d' : ℂ} (ha : a = a') (hb : b = b')
    (hc : c = c') (hd : d = d') : !![a, b; c, d] = !![a', b'; c', d'] := by
  rw [ha, hb, hc, hd]
```

Since \(\sigma_z\) is diagonal, so are all its powers, and the exponential series can be summed separately on each diagonal entry. For real \(x\), Euler's formula then gives

\[
e^{-ix\sigma_z/2}=\begin{pmatrix}e^{-ix/2}&0\\0&e^{ix/2}\end{pmatrix}
=\begin{pmatrix}\cos\frac x2-i\sin\frac x2&0\\0&\cos\frac x2+i\sin\frac x2\end{pmatrix}.
\]

The Lean proof has the same two stages. The statement `hexp` treats any complex multiple \(c\,\sigma_z\): it is rewritten as a diagonal matrix, `Matrix.exp_diagonal` moves the exponential onto the diagonal, and `hpi` evaluates it there component by component. The last two bullets apply Euler's formula, `Complex.exp_mul_I`, to each phase.

```lean
/-- The propagator `exp(-i x σz / 2)` is diagonal, with entries
`cos(x/2) - i sin(x/2)` and `cos(x/2) + i sin(x/2)`. -/
theorem exp_sigmaZ (x : ℝ) :
    NormedSpace.exp ((-(I * (x : ℂ) / 2)) • sigmaZ) =
      !![(Real.cos (x / 2) : ℂ) - (Real.sin (x / 2) : ℂ) * I, 0;
         0, (Real.cos (x / 2) : ℂ) + (Real.sin (x / 2) : ℂ) * I] := by
  -- the exponential of a diagonal matrix is taken entry by entry
  have hexp : ∀ c : ℂ, NormedSpace.exp (c • sigmaZ) =
      !![Complex.exp c, 0; 0, Complex.exp (-c)] := by
    intro c
    have h : c • sigmaZ = diagonal ![c, -c] := by
      ext i j
      fin_cases i <;> fin_cases j <;> simp [sigmaZ]
    have hpi : ∀ (v : Fin 2 → ℂ) (i : Fin 2),
        NormedSpace.exp v i = NormedSpace.exp (v i) := fun v i =>
      NormedSpace.map_exp (Pi.evalRingHom (fun _ : Fin 2 => ℂ) i) (continuous_apply i) v
    rw [h, Matrix.exp_diagonal, Complex.exp_eq_exp_ℂ]
    ext i j
    fin_cases i <;> fin_cases j <;> simp [hpi]
  rw [hexp]
  -- Euler's formula for the two phases
  refine matrix_eq ?_ rfl rfl ?_
  · rw [show -(I * (x : ℂ) / 2) = ((-(x / 2) : ℝ) : ℂ) * I by push_cast; ring,
      Complex.exp_mul_I, ← Complex.ofReal_cos, ← Complex.ofReal_sin,
      Real.cos_neg, Real.sin_neg, Complex.ofReal_neg]
    ring
  · rw [show -(-(I * (x : ℂ) / 2)) = ((x / 2 : ℝ) : ℂ) * I by push_cast; ring,
      Complex.exp_mul_I, ← Complex.ofReal_cos, ← Complex.ofReal_sin]
```

For the pulse, \(\sigma_y\) is diagonalised. Its eigenvectors for the eigenvalues \(+1\) and \(-1\) are \((1,i)/\sqrt2\) and \((1,-i)/\sqrt2\). The code uses them without the factor \(1/\sqrt2\), which is compensated in the inverse matrix:

\[
P=\begin{pmatrix}1&1\\ i&-i\end{pmatrix},\qquad
P^{-1}=\begin{pmatrix}\tfrac12&-\tfrac i2\\ \tfrac12&\tfrac i2\end{pmatrix},\qquad
P\sigma_zP^{-1}=\sigma_y.
\]

In every term of the exponential series the inner factors \(P^{-1}P\) cancel, so \(e^{-i\theta\sigma_y/2}=P\,e^{-i\theta\sigma_z/2}P^{-1}\). With \(e_\mp=\cos\frac\theta2\mp i\sin\frac\theta2\) for the two diagonal phases, the product is

\[
P\begin{pmatrix}e_-&0\\0&e_+\end{pmatrix}P^{-1}
=\begin{pmatrix}\frac{e_-+e_+}{2}&\frac{i(e_+-e_-)}{2}\\[2pt] \frac{i(e_--e_+)}{2}&\frac{e_-+e_+}{2}\end{pmatrix}
=\begin{pmatrix}\cos\frac\theta2&-\sin\frac\theta2\\[2pt] \sin\frac\theta2&\cos\frac\theta2\end{pmatrix}.
\]

The pulse is therefore a real rotation of the state vector by half the Bloch angle.

In the proof, `hAB` checks that the two matrices are inverse to each other, `hs` checks that they carry \(\sigma_z\) to \(\sigma_y\), and `hc` is the rule for the exponential of a conjugated matrix. The previous theorem supplies the diagonal exponential. The `linear_combination` steps at the end compare the remaining entries, using \(i^2=-1\).

```lean
/-- A pulse of angle `θ` about the y axis is the real rotation matrix of angle `θ/2`. -/
theorem yPulse_eq (θ : ℝ) :
    yPulse θ = !![(Real.cos (θ / 2) : ℂ), -(Real.sin (θ / 2) : ℂ);
                  (Real.sin (θ / 2) : ℂ), (Real.cos (θ / 2) : ℂ)] := by
  -- the columns of the first matrix are eigenvectors of `σy`
  have hAB : !![1, 1; I, -I] * !![1 / 2, -I / 2; 1 / 2, I / 2] =
      (1 : Matrix (Fin 2) (Fin 2) ℂ) := by
    rw [Matrix.mul_fin_two, Matrix.one_fin_two]
    refine matrix_eq (by ring) (by ring) (by ring) ?_
    linear_combination -Complex.I_sq
  have hs : !![1, 1; I, -I] * sigmaZ * !![1 / 2, -I / 2; 1 / 2, I / 2] = sigmaY := by
    rw [sigmaY, sigmaZ, Matrix.mul_fin_two, Matrix.mul_fin_two]
    exact matrix_eq (by ring) (by ring) (by ring) (by ring)
  -- the exponential respects the change of basis
  have hc : NormedSpace.exp (!![1, 1; I, -I] * ((-(I * (θ : ℂ) / 2)) • sigmaZ) *
        !![1 / 2, -I / 2; 1 / 2, I / 2]) =
      !![1, 1; I, -I] * NormedSpace.exp ((-(I * (θ : ℂ) / 2)) • sigmaZ) *
        !![1 / 2, -I / 2; 1 / 2, I / 2] :=
    Matrix.exp_units_conj ⟨_, _, hAB, mul_eq_one_comm.mp hAB⟩ _
  rw [Matrix.mul_smul, Matrix.smul_mul, hs, exp_sigmaZ] at hc
  rw [yPulse, hc, Matrix.mul_fin_two, Matrix.mul_fin_two]
  refine matrix_eq (by ring) ?_ ?_ ?_
  · linear_combination (Real.sin (θ / 2) : ℂ) * Complex.I_sq
  · linear_combination -(Real.sin (θ / 2) : ℂ) * Complex.I_sq
  · linear_combination -(Real.cos (θ / 2) : ℂ) * Complex.I_sq
```

## The final state for any two pulse angles

Write \(c_j=\cos(\theta_j/2)\) and \(s_j=\sin(\theta_j/2)\) for \(j=1,2\), and \(c=\cos(DT/2)\), \(s=\sin(DT/2)\). The first pulse and the free precession give

\[
\begin{pmatrix}1\\0\end{pmatrix}\;\longrightarrow\;\begin{pmatrix}c_1\\s_1\end{pmatrix}\;\longrightarrow\;\begin{pmatrix}c_1(c-is)\\s_1(c+is)\end{pmatrix}.
\]

The second pulse mixes the two components:

\[
\begin{aligned}
\psi_0&=c_2c_1(c-is)-s_2s_1(c+is)=(c_1c_2-s_1s_2)\,c-i\,(c_1c_2+s_1s_2)\,s,\\
\psi_1&=s_2c_1(c-is)+c_2s_1(c+is)=(s_1c_2+c_1s_2)\,c+i\,(s_1c_2-c_1s_2)\,s.
\end{aligned}
\]

The brackets are the addition theorems for half the sum and half the difference of the pulse angles:

\[
\begin{aligned}
\psi_0&=\cos\tfrac{\theta_1+\theta_2}{2}\cos\tfrac{DT}{2}-i\cos\tfrac{\theta_1-\theta_2}{2}\sin\tfrac{DT}{2},\\
\psi_1&=\sin\tfrac{\theta_1+\theta_2}{2}\cos\tfrac{DT}{2}+i\sin\tfrac{\theta_1-\theta_2}{2}\sin\tfrac{DT}{2}.
\end{aligned}
\]

The Lean statement is this pair of formulas, for all real \(\theta_1,\theta_2,D,T\). Its proof uses the addition theorems in the opposite direction, expanding the claimed answer into products of half-angle functions. The `generalize` lines then replace the six sines and cosines by plain letters, as was done above, and `ring` compares the two polynomials in each component.

```lean
/-- The final state for arbitrary pulse angles: the sum of the angles enters with
`cos(DT/2)`, their difference with `sin(DT/2)`. -/
theorem ramseyState_eq (θ₁ θ₂ D T : ℝ) :
    ramseyState θ₁ θ₂ D T =
      ![((Real.cos ((θ₁ + θ₂) / 2) * Real.cos (D * T / 2) : ℝ) : ℂ) -
          ((Real.cos ((θ₁ - θ₂) / 2) * Real.sin (D * T / 2) : ℝ) : ℂ) * I,
        ((Real.sin ((θ₁ + θ₂) / 2) * Real.cos (D * T / 2) : ℝ) : ℂ) +
          ((Real.sin ((θ₁ - θ₂) / 2) * Real.sin (D * T / 2) : ℝ) : ℂ) * I] := by
  rw [ramseyState, yPulse_eq θ₁, yPulse_eq θ₂, freeEvolution, exp_sigmaZ,
    add_div θ₁ θ₂ 2, sub_div θ₁ θ₂ 2, Real.cos_add, Real.cos_sub, Real.sin_add, Real.sin_sub]
  -- only polynomial algebra in the sines and cosines is left
  generalize Real.cos (θ₁ / 2) = c₁
  generalize Real.sin (θ₁ / 2) = s₁
  generalize Real.cos (θ₂ / 2) = c₂
  generalize Real.sin (θ₂ / 2) = s₂
  generalize Real.cos (D * T / 2) = c
  generalize Real.sin (D * T / 2) = s
  ext i
  fin_cases i <;> simp [Matrix.mulVec, dotProduct, Fin.sum_univ_two] <;> ring
```

The real and imaginary parts of \(\psi_1\) can be read off, and \(|a+ib|^2=a^2+b^2\) for real \(a,b\) gives the fringe formula for instantaneous pulses of any angle:

\[
|\psi_1|^2=\sin^2\tfrac{\theta_1+\theta_2}{2}\,\cos^2\tfrac{DT}{2}+\sin^2\tfrac{\theta_1-\theta_2}{2}\,\sin^2\tfrac{DT}{2}.
\]

In Lean the modulus of a complex number is written `‖·‖`, and the identity for \(|a+ib|^2\) is `Complex.normSq_add_mul_I`.

```lean
/-- The transition probability of the Ramsey sequence for arbitrary pulse angles. -/
theorem transition_probability (θ₁ θ₂ D T : ℝ) :
    ‖ramseyState θ₁ θ₂ D T 1‖ ^ 2 =
      Real.sin ((θ₁ + θ₂) / 2) ^ 2 * Real.cos (D * T / 2) ^ 2 +
        Real.sin ((θ₁ - θ₂) / 2) ^ 2 * Real.sin (D * T / 2) ^ 2 := by
  have h := Complex.normSq_add_mul_I
    (Real.sin ((θ₁ + θ₂) / 2) * Real.cos (D * T / 2))
    (Real.sin ((θ₁ - θ₂) / 2) * Real.sin (D * T / 2))
  rw [Complex.normSq_eq_norm_sq] at h
  rw [ramseyState_eq]
  exact h.trans (by ring)
```

If both pulses have the same wrong angle \(\theta\), the second term vanishes and the probability is \(\sin^2\theta\,\cos^2(DT/2)\): for \(\theta\) close to \(\pi/2\) but not equal to it, the maxima stay where they are and their height falls below 1. If the second pulse is reversed, with \(\theta_1=\pi/2\) and \(\theta_2=-\pi/2\), the formula gives \(\sin^2(DT/2)\), so that maxima and minima are exchanged.

## Two \(\pi/2\) pulses

For \(\theta_1=\theta_2=\pi/2\), half the sum of the angles is \(\pi/2\) and half their difference is 0. The general state becomes

\[
\psi_0=-i\sin\frac{DT}{2},\qquad \psi_1=\cos\frac{DT}{2}.
\]

The squared moduli are \(\sin^2(DT/2)\) and \(\cos^2(DT/2)\), and they add up to 1.

The theorem states three facts for all real \(D\) and \(T\): the amplitude with index 1 equals the real number \(\cos(DT/2)\), its squared modulus is \(\cos^2(DT/2)\), and the squared modulus of the amplitude with index 0 is \(\sin^2(DT/2)\). The proof inserts the special angles through `hsum` and `hdiff`, obtains the two amplitudes as `h1` and `h0`, and takes their moduli. The factor \(-i\) in \(\psi_0\) has modulus 1 and disappears.

```lean
/-- Ramsey fringes: with two `π/2` pulses the second amplitude is `cos(DT/2)`, the transition
probability is `cos²(DT/2)` and the survival probability is `sin²(DT/2)`. -/
theorem ramsey_fringes (D T : ℝ) :
    ramseyState (π / 2) (π / 2) D T 1 = (Real.cos (D * T / 2) : ℂ) ∧
    ‖ramseyState (π / 2) (π / 2) D T 1‖ ^ 2 = Real.cos (D * T / 2) ^ 2 ∧
    ‖ramseyState (π / 2) (π / 2) D T 0‖ ^ 2 = Real.sin (D * T / 2) ^ 2 := by
  -- the angles add up to `π` and their difference vanishes
  have hsum : (π / 2 + π / 2) / 2 = π / 2 := by ring
  have hdiff : (π / 2 - π / 2) / 2 = 0 := by ring
  have h1 : ramseyState (π / 2) (π / 2) D T 1 = (Real.cos (D * T / 2) : ℂ) := by
    rw [ramseyState_eq, hsum, hdiff, Real.sin_pi_div_two, Real.sin_zero]
    simp
  have h0 : ramseyState (π / 2) (π / 2) D T 0 = -((Real.sin (D * T / 2) : ℂ) * I) := by
    rw [ramseyState_eq, hsum, hdiff, Real.cos_pi_div_two, Real.cos_zero]
    simp
  refine ⟨h1, ?_, ?_⟩
  · rw [h1, Complex.norm_real, Real.norm_eq_abs, sq_abs]
  · rw [h0, norm_neg, norm_mul, Complex.norm_I, mul_one, Complex.norm_real,
      Real.norm_eq_abs, sq_abs]
```

On resonance, \(D=0\), the two pulses add up to a \(\pi\) pulse and the transfer is complete, whatever the waiting time. Off resonance the precession turns the Bloch vector about the z axis by \(DT\) before the second pulse acts. At \(DT=\pi\) the second pulse undoes the first, up to a phase, and the system is back in its initial state. The probabilities do not change when \(D\) changes sign, so at a fixed drive frequency they do not tell on which side of the resonance the drive lies, whatever the waiting time.

## The positions of the fringe maxima

The transition is certain when \(\cos^2(DT/2)=1\). Since \(\cos^2=1-\sin^2\), this means \(\sin(DT/2)=0\), hence \(DT/2=k\pi\) for some integer \(k\), or

\[
DT=2\pi k,\qquad k\in\mathbb Z.
\]

The Lean statement is an equivalence: the transition probability equals 1 if and only if such an integer exists. The rewriting steps reduce the left side to the vanishing of the sine, and `Real.sin_eq_zero_iff` supplies the integer. The two bullets convert between \(k\pi=DT/2\) and \(DT=2\pi k\), one for each direction.

```lean
/-- With two `π/2` pulses the transition is certain exactly when the accumulated phase `D T`
is an integer multiple of `2π`. -/
theorem full_transition_iff (D T : ℝ) :
    ‖ramseyState (π / 2) (π / 2) D T 1‖ ^ 2 = 1 ↔ ∃ k : ℤ, D * T = 2 * π * k := by
  rw [(ramsey_fringes D T).2.1, Real.cos_sq', sub_eq_self, pow_eq_zero_iff two_ne_zero,
    Real.sin_eq_zero_iff]
  constructor
  · rintro ⟨k, hk⟩
    exact ⟨k, by linear_combination -2 * hk⟩
  · rintro ⟨k, hk⟩
    exact ⟨k, by linear_combination -(1 / 2) * hk⟩

end

end RamseyFringes
```

For a fixed \(T>0\), neighbouring maxima are therefore \(2\pi/T\) apart in \(D\), and a longer waiting time gives narrower fringes. Ramsey sequences are used to measure transition frequencies in atomic clocks and in the calibration of qubits; the formula here is for a single two-level system with instantaneous pulses and no decoherence. A numerical simulation in the rotating-wave approximation, with two \(\pi/2\) pulses of equal phase and no decoherence, should approach \(\cos^2(DT/2)\) as the pulses are made shorter at fixed angle.

The equivalence also shows that complete transfer alone does not identify the resonance: with ideal pulses and \(T\neq0\), every \(D=2\pi k/T\) gives it. The central fringe, \(k=0\), is the only one whose position does not depend on \(T\), so repeating the measurement with a different waiting time helps to single it out.

```lean
#print axioms RamseyFringes.transition_probability
#print axioms RamseyFringes.ramsey_fringes
#print axioms RamseyFringes.full_transition_iff
```

```
'RamseyFringes.transition_probability' depends on axioms: [propext, Classical.choice, Quot.sound]
'RamseyFringes.ramsey_fringes' depends on axioms: [propext, Classical.choice, Quot.sound]
'RamseyFringes.full_transition_iff' depends on axioms: [propext, Classical.choice, Quot.sound]
```
